# At nonzero inverse temperature, a finite bipartite Gibbs state is a product exactly when the Hamiltonian is a sum of local terms

Q: Two systems share a Hamiltonian $H$ and are in thermal equilibrium. I want to know whether their joint state is uncorrelated exactly when they do not interact. A theorem must first choose what "do not interact" means. If I write $H=H_1+H_2+V$, the split is mine, and $V$ might hide local terms. What was chosen?

A: A property of $H$ alone: there are Hermitian $A$ and $B$ with $H=A\otimes 1+1\otimes B$. No preferred split enters. "Uncorrelated" means that the Gibbs state equals $\rho\otimes\sigma$ for two density matrices. This is stronger than separability, since classical correlations are excluded too.

The systems have finite bases, labelled by the types `m` and `n`. The joint basis is labelled by pairs in `m × n`, and `⊗ₖ` is the Kronecker product.

```lean
import Mathlib

open Matrix
open scoped Kronecker ComplexOrder

namespace ProductGibbsStates

noncomputable section

variable {m n : Type*} [Fintype m] [DecidableEq m] [Fintype n] [DecidableEq n]

/-- A density matrix: positive semidefinite with trace one. -/
def IsDensity (ρ : Matrix n n ℂ) : Prop := ρ.PosSemidef ∧ ρ.trace = 1
```

Q: And the thermal state?

A: It is the usual one, with the letter $b$ for what textbooks call $\beta=1/k_BT$:
$$\gamma_b(H)=\frac{e^{-bH}}{Z},\qquad Z=\operatorname{tr}e^{-bH}.$$
In Lean this is `gibbs b H`. The number $b$ is real, and the main theorem asks only that $b\neq0$, so negative temperatures are included.

```lean
/-- The Gibbs state `exp(-bH) / tr exp(-bH)` at inverse temperature `b`, for matrices `H`
whose partition function `tr exp(-bH)` is nonzero. -/
def gibbs (b : ℝ) (H : Matrix n n ℂ) : Matrix n n ℂ :=
  (trace (NormedSpace.exp ((-b) • H)))⁻¹ • NormedSpace.exp ((-b) • H)
```

Q: Correlations at one temperature are a single snapshot. Why should they determine the form of $H$?

A: Because the exponential loses nothing on Hermitian matrices. Write $H=\sum_k\lambda_kP_k$ with distinct real $\lambda_k$ and orthogonal projectors $P_k$. Then $e^H=\sum_k e^{\lambda_k}P_k$, and taking the logarithm of each eigenvalue returns $H$. If $e^H=e^K$, then $H=\ln e^H=\ln e^K=K$. The Lean proof is this chain of equalities, with `CFC.log` as the matrix logarithm.

```lean
/-- Two Hermitian matrices with the same exponential are equal. -/
theorem exp_injective {H K : Matrix n n ℂ} (hH : H.IsHermitian) (hK : K.IsHermitian)
    (h : NormedSpace.exp H = NormedSpace.exp K) : H = K := by
  open scoped Matrix.Norms.L2Operator in
  exact (CFC.log_exp H hH).symm.trans ((congrArg CFC.log h).trans (CFC.log_exp K hK))
```

Q: You also divide by $Z$. Is it certainly positive?

A: For Hermitian $X$, the matrix $e^{X/2}$ is Hermitian and invertible, and $e^X=(e^{X/2})^\dagger e^{X/2}$. Hence $\langle v,e^Xv\rangle=\|e^{X/2}v\|^2>0$ for $v\neq0$. The proof applies the general fact about $M^\dagger M$ and then adds the two halves in the exponent.

```lean
/-- The exponential of a Hermitian matrix is positive definite. -/
theorem exp_posDef {X : Matrix n n ℂ} (hX : X.IsHermitian) : (NormedSpace.exp X).PosDef := by
  have hu : IsUnit (NormedSpace.exp ((1 / 2 : ℝ) • X)) := Matrix.isUnit_exp _
  -- exp X is the square of the Hermitian matrix exp (X/2)
  have h := PosDef.conjTranspose_mul_self _ (mulVec_injective_iff_isUnit.mpr hu)
  rw [← Matrix.exp_conjTranspose, conjTranspose_smul, star_trivial, hX.eq,
    ← Matrix.exp_add_of_commute _ _ (Commute.refl _), ← add_smul, add_halves, one_smul] at h
  exact h
```

With at least one basis state, the trace of $e^{-bH}$ is therefore positive. The normalisation can then move into the exponent. Since $t\,1$ commutes with everything, $e^{X+t1}=e^te^X$, and $t=-\ln Z$ gives
$$\gamma_b(H)=e^{-bH+t1}.$$
For $b\neq0$ this $t$ is $bF$, with $F$ the free energy. The next two lemmas are these two formulas; in the second, `Complex.pos_iff` turns the complex trace into a positive real $Z$.

```lean
/-- Adding a real constant `t` to a matrix multiplies its exponential by `exp t`. -/
theorem exp_add_const (X : Matrix n n ℂ) (t : ℝ) :
    NormedSpace.exp (X + t • (1 : Matrix n n ℂ)) = Real.exp t • NormedSpace.exp X := by
  have h : NormedSpace.exp (t • (1 : Matrix n n ℂ)) = Real.exp t • (1 : Matrix n n ℂ) := by
    rw [← Algebra.algebraMap_eq_smul_one, ← Algebra.algebraMap_eq_smul_one, Real.exp_eq_exp_ℝ]
    open scoped Matrix.Norms.Operator in
    exact (NormedSpace.map_exp (algebraMap ℝ (Matrix n n ℂ)) (continuous_algebraMap ℝ _) t).symm
  rw [Matrix.exp_add_of_commute _ _ ((Commute.one_right X).smul_right t), h,
    mul_smul_comm, mul_one]

/-- The Gibbs state of a Hermitian `H` is the exponential of a Hermitian matrix `-bH + t`
with a real constant `t`. -/
theorem gibbs_eq_exp [Nonempty n] (b : ℝ) {H : Matrix n n ℂ} (hH : H.IsHermitian) :
    ∃ t : ℝ, ((-b) • H + t • (1 : Matrix n n ℂ)).IsHermitian ∧
      gibbs b H = NormedSpace.exp ((-b) • H + t • (1 : Matrix n n ℂ)) := by
  have hX : ((-b) • H).IsHermitian := by
    simp only [IsHermitian, conjTranspose_smul, star_trivial, hH.eq]
  obtain ⟨h1, h2⟩ := Complex.pos_iff.mp (exp_posDef hX).trace_pos
  obtain ⟨Z, hZ, hz⟩ : ∃ Z : ℝ, 0 < Z ∧ trace (NormedSpace.exp ((-b) • H)) = (Z : ℂ) :=
    ⟨_, h1, Complex.ext rfl h2.symm⟩
  refine ⟨-Real.log Z, ?_, ?_⟩
  · simp only [IsHermitian, conjTranspose_add, conjTranspose_smul, conjTranspose_one,
      star_trivial, hH.eq]
  · rw [exp_add_const, Real.exp_neg, Real.exp_log hZ, gibbs, hz]
    ext i j
    simp only [Matrix.smul_apply, smul_eq_mul, Complex.real_smul, Complex.ofReal_inv]
```

So the Gibbs state is positive, and dividing by $Z\neq0$ gives it trace one.

```lean
/-- The Gibbs state of a Hermitian matrix with at least one row is a density matrix. -/
theorem gibbs_isDensity [Nonempty n] (b : ℝ) {H : Matrix n n ℂ} (hH : H.IsHermitian) :
    IsDensity (gibbs b H) := by
  obtain ⟨t, hX, h⟩ := gibbs_eq_exp b hH
  refine ⟨h ▸ (exp_posDef hX).posSemidef, ?_⟩
  have hY : ((-b) • H).IsHermitian := by
    simp only [IsHermitian, conjTranspose_smul, star_trivial, hH.eq]
  rw [gibbs, trace_smul, smul_eq_mul, inv_mul_cancel₀ (exp_posDef hY).trace_pos.ne']
```

Q: Then $H$ can be recovered only up to its zero of energy.

A: Yes. If $H$ and $K$ have the same Gibbs state, then $e^{-bH+s1}=e^{-bK+t1}$ for real $s,t$. Injectivity gives $-bH+s1=-bK+t1$, and dividing by $-b$ gives
$$H=K+\frac{s-t}{b}\,1.$$
Lean compares the two sides after multiplication by $-b$, which is injective because $b\neq0$.

```lean
/-- At `b ≠ 0`, two Hermitian matrices with the same Gibbs state differ by a real constant. -/
theorem hamiltonian_unique [Nonempty n] {b : ℝ} (hb : b ≠ 0) {H K : Matrix n n ℂ}
    (hH : H.IsHermitian) (hK : K.IsHermitian) (h : gibbs b H = gibbs b K) :
    ∃ c : ℝ, H = K + c • (1 : Matrix n n ℂ) := by
  obtain ⟨s, hs, hs'⟩ := gibbs_eq_exp b hH
  obtain ⟨t, ht, ht'⟩ := gibbs_eq_exp b hK
  rw [hs', ht'] at h
  have e := eq_sub_of_add_eq (exp_injective hs ht h)
  refine ⟨(s - t) / b, smul_right_injective _ (neg_ne_zero.mpr hb) ?_⟩
  have hc : -b * ((s - t) / b) = t - s := by
    field_simp
    ring
  change (-b) • H = (-b) • (K + ((s - t) / b) • (1 : Matrix n n ℂ))
  rw [e, smul_add, smul_smul, hc, sub_smul]
  abel
```

Q: Suppose the state is $\rho\otimes\sigma$. Nothing says that $\rho$ and $\sigma$ are themselves thermal.

A: They are, once they are invertible. An invertible density matrix has strictly positive eigenvalues, so $L=\ln\rho$ exists and is Hermitian. Put $A=-L/b$. Then $e^{-bA}=\rho$, which already has trace one, so $\gamma_b(A)=\rho$.

```lean
/-- Every invertible density matrix is, at any given `b ≠ 0`, the Gibbs state of some
Hermitian matrix. -/
theorem exists_hamiltonian {b : ℝ} (hb : b ≠ 0) {ρ : Matrix n n ℂ} (hρ : IsDensity ρ)
    (hdet : ρ.det ≠ 0) : ∃ A : Matrix n n ℂ, A.IsHermitian ∧ gibbs b A = ρ := by
  have hu : IsUnit ρ := (isUnit_iff_isUnit_det ρ).mpr (IsUnit.mk0 _ hdet)
  have hlog : ∃ L : Matrix n n ℂ, L.IsHermitian ∧ NormedSpace.exp L = ρ := by
    open scoped Matrix.Norms.L2Operator MatrixOrder in
    exact ⟨CFC.log ρ, cfc_predicate _ _,
      CFC.exp_log ρ ⟨Matrix.nonneg_iff_posSemidef.mpr hρ.1, hu⟩⟩
  obtain ⟨L, hL, he⟩ := hlog
  refine ⟨(-b)⁻¹ • L, ?_, ?_⟩
  · simp only [IsHermitian, conjTranspose_smul, star_trivial, hL.eq]
  · rw [gibbs, smul_inv_smul₀ (neg_ne_zero.mpr hb), he, hρ.2, inv_one, one_smul]
```

Q: And local Hamiltonians do give product states?

A: The terms $A\otimes1$ and $1\otimes B$ commute, so
$$e^{-b(A\otimes1+1\otimes B)}=(e^{-bA}\otimes1)(1\otimes e^{-bB})=e^{-bA}\otimes e^{-bB}.$$
The trace of a Kronecker product is the product of the traces, so the normalisations factorise as well. In Lean, `f` and `g` embed each subsystem as continuous ring homomorphisms, which commute with the exponential series; `hc` supplies the commutation.

```lean
/-- The Gibbs state of two noninteracting systems is the product of their Gibbs states. -/
theorem gibbs_noninteracting (b : ℝ) (A : Matrix m m ℂ) (B : Matrix n n ℂ) :
    gibbs b (A ⊗ₖ (1 : Matrix n n ℂ) + (1 : Matrix m m ℂ) ⊗ₖ B) = gibbs b A ⊗ₖ gibbs b B := by
  -- embedding a subsystem is a continuous ring homomorphism, so it commutes with exp
  let f : Matrix m m ℂ →+* Matrix (m × n) (m × n) ℂ :=
    { toFun := fun X => X ⊗ₖ (1 : Matrix n n ℂ)
      map_one' := one_kronecker_one
      map_mul' := fun X Y => by rw [← mul_kronecker_mul, one_mul]
      map_zero' := zero_kronecker _
      map_add' := fun X Y => add_kronecker X Y _ }
  let g : Matrix n n ℂ →+* Matrix (m × n) (m × n) ℂ :=
    { toFun := fun X => (1 : Matrix m m ℂ) ⊗ₖ X
      map_one' := one_kronecker_one
      map_mul' := fun X Y => by rw [← mul_kronecker_mul, one_mul]
      map_zero' := kronecker_zero _
      map_add' := fun X Y => kronecker_add _ X Y }
  have hf : Continuous f := continuous_matrix fun p q =>
    (continuous_id.matrix_elem p.1 q.1).mul continuous_const
  have hg : Continuous g := continuous_matrix fun p q =>
    continuous_const.mul (continuous_id.matrix_elem p.2 q.2)
  have h1 : NormedSpace.exp (((-b) • A) ⊗ₖ (1 : Matrix n n ℂ)) =
      NormedSpace.exp ((-b) • A) ⊗ₖ (1 : Matrix n n ℂ) := by
    open scoped Matrix.Norms.Operator in
    exact (NormedSpace.map_exp f hf ((-b) • A)).symm
  have h2 : NormedSpace.exp ((1 : Matrix m m ℂ) ⊗ₖ ((-b) • B)) =
      (1 : Matrix m m ℂ) ⊗ₖ NormedSpace.exp ((-b) • B) := by
    open scoped Matrix.Norms.Operator in
    exact (NormedSpace.map_exp g hg ((-b) • B)).symm
  have hc : Commute (((-b) • A) ⊗ₖ (1 : Matrix n n ℂ)) ((1 : Matrix m m ℂ) ⊗ₖ ((-b) • B)) := by
    simp only [Commute, SemiconjBy, ← mul_kronecker_mul, one_mul, mul_one]
  rw [gibbs, gibbs, gibbs, smul_add, ← smul_kronecker, ← kronecker_smul,
    Matrix.exp_add_of_commute _ _ hc, h1, h2, ← mul_kronecker_mul, mul_one, one_mul,
    trace_kronecker, mul_inv, smul_kronecker, kronecker_smul, smul_smul]
```

Q: Now put the two directions together.

A: From right to left, the last lemma gives the product, and its factors are density matrices because $A$ and $B$ are Hermitian.

From left to right, let $\gamma_b(H)=\rho\otimes\sigma$. The left side is an exponential, hence invertible, so
$$0\neq\det(\rho\otimes\sigma)=(\det\rho)^{|n|}(\det\sigma)^{|m|},$$
where $|m|$ and $|n|$ are the numbers of basis states. Both exponents are positive, so both factors are invertible. Then $\rho=\gamma_b(A)$ and $\sigma=\gamma_b(B)$ for Hermitian $A,B$, and
$$\gamma_b(H)=\gamma_b(A)\otimes\gamma_b(B)=\gamma_b(A\otimes1+1\otimes B).$$
Uniqueness gives a real $c$ with
$$H=A\otimes1+1\otimes B+c\,1=(A+c\,1)\otimes1+1\otimes B.$$

The theorem below says this for nonempty `m` and `n`, one fixed $b\neq0$ and Hermitian $H$. In its first half, `constructor` and `rintro` take up the given factors, `hdet` carries the determinant argument, and the last `refine` absorbs $c$ into $A$.

```lean
/-- For Hermitian `H` on a bipartite system, with at least one basis state in each subsystem, and
one `b ≠ 0`, the Gibbs state is a product of two density matrices if and only if `H = A ⊗ 1 + 1 ⊗ B`
with `A` and `B` Hermitian. -/
theorem gibbs_product_iff [Nonempty m] [Nonempty n] {b : ℝ} (hb : b ≠ 0)
    {H : Matrix (m × n) (m × n) ℂ} (hH : H.IsHermitian) :
    (∃ (ρ : Matrix m m ℂ) (σ : Matrix n n ℂ),
      IsDensity ρ ∧ IsDensity σ ∧ gibbs b H = ρ ⊗ₖ σ) ↔
    ∃ (A : Matrix m m ℂ) (B : Matrix n n ℂ), A.IsHermitian ∧ B.IsHermitian ∧
      H = A ⊗ₖ (1 : Matrix n n ℂ) + (1 : Matrix m m ℂ) ⊗ₖ B := by
  constructor
  · rintro ⟨ρ, σ, hρ, hσ, h⟩
    -- a Gibbs state is invertible, hence so are its factors
    obtain ⟨t, hX, ht⟩ := gibbs_eq_exp b hH
    have hdet := (exp_posDef hX).det_pos.ne'
    rw [← ht, h, det_kronecker] at hdet
    have hρ0 : ρ.det ≠ 0 := fun h0 => hdet (by
      rw [h0, zero_pow Fintype.card_ne_zero, zero_mul])
    have hσ0 : σ.det ≠ 0 := fun h0 => hdet (by
      rw [h0, zero_pow Fintype.card_ne_zero, mul_zero])
    obtain ⟨A, hA, hAρ⟩ := exists_hamiltonian hb hρ hρ0
    obtain ⟨B, hB, hBσ⟩ := exists_hamiltonian hb hσ hσ0
    rw [← hAρ, ← hBσ, ← gibbs_noninteracting] at h
    obtain ⟨c, hc⟩ := hamiltonian_unique hb hH
      (by simp only [IsHermitian, conjTranspose_add, conjTranspose_kronecker,
            conjTranspose_one, hA.eq, hB.eq]) h
    -- the undetermined constant is absorbed into A
    refine ⟨A + c • (1 : Matrix m m ℂ), B, ?_, hB, ?_⟩
    · simp only [IsHermitian, conjTranspose_add, conjTranspose_smul, conjTranspose_one,
        star_trivial, hA.eq]
    · rw [hc, add_kronecker, smul_kronecker, one_kronecker_one]
      abel
  · rintro ⟨A, B, hA, hB, rfl⟩
    exact ⟨_, _, gibbs_isDensity b hA, gibbs_isDensity b hB, gibbs_noninteracting b A B⟩

end

end ProductGibbsStates
```

```lean
#print axioms ProductGibbsStates.gibbs_product_iff
```

```
'ProductGibbsStates.gibbs_product_iff' depends on axioms: [propext, Classical.choice, Quot.sound]
```

Q: What happens at $b=0$?

A: The equivalence can fail. Take two spins 1/2 with $H=\sigma_z\otimes\sigma_z$, where $\sigma_z=\operatorname{diag}(1,-1)$ is the Pauli matrix. At $b=0$ the Gibbs state is $\tfrac14 1=\tfrac12 1\otimes\tfrac12 1$, a product. But the diagonal entries of $A\otimes1+1\otimes B$ are $h_{ij}=A_{ii}+B_{jj}$, so they satisfy $h_{00}-h_{01}-h_{10}+h_{11}=0$. For this $H$ the combination equals $4$. At infinite temperature the state carries no information about the coupling.

Q: May I apply the theorem to a real pair of systems?

A: You must supply one step: that the pair's actual state is the Gibbs state of $H$ alone. Strong coupling to a bath can spoil that. The model also assumes distinguishable subsystems with finitely many levels.

Within those limits, the result bears on mean-field practice: for two finite subsystems at $b\neq0$, a product state reproduces all expectation values of the thermal state only if $H$ is a sum of local terms. Some averages can agree even with coupling: the product of the two reduced states gives every one-subsystem average exactly. The theorem gives no estimate of the error when the coupling is weak.
